# For an attractive potential, matrix ZORA never raises the kinetic energy of a state

Q: Suppose I correct the nonrelativistic kinetic matrix $T$ only to first order in the potential $v$. In atomic units, with $c$ the speed of light, let $Q$ be minus the matrix of $(\sigma\cdot p)\,v\,(\sigma\cdot p)/4c^2$. The corrected matrix is $T-Q$, and near a heavy nucleus it can fail badly: with one very tight basis function, $T=1$ and $Q=3$, in a suitable unit of energy, give a kinetic energy of $-2$. Does ZORA avoid this in a finite basis?

A: Yes, if $T$ is positive definite and $Q$ positive semidefinite. Matrix ZORA, the zeroth-order regular approximation with the inverse taken within the basis, replaces $T$ by $K=T(T+Q)^{-1}T$, which is $1/4$ in your example. In general $K$ is positive definite and $T-K$ is positive semidefinite. This concerns a one-electron Hamiltonian in a finite basis.

```lean
import Mathlib

open Matrix
open scoped ComplexOrder

namespace MatrixZORA

noncomputable section

variable {n : Type*} [Fintype n] [DecidableEq n]
```

Q: Where does $K$ come from?

A: From the modified Dirac equation. Write the small component as $\sigma\cdot p\,\varphi/2c$, where $\varphi$ is called the pseudo-large component. Let $a$ and $b$ be the coefficients of the large and pseudo-large components, and $E$ the energy without the rest mass. The lower equation is $Ta=(T+Q)b+\frac{E}{2c^2}Tb$. ZORA drops the last term, so $b=Ua$ with $U=(T+Q)^{-1}T$. The expression for the Hamiltonian in the normalised elimination of the small component (NESC), with $V$ the potential matrix, is
$$H(U)=V+TU+U^\dagger T-U^\dagger(T+Q)U.$$
These are the three definitions, with `ᴴ` for the dagger.

```lean
/-- The NESC expression for the Hamiltonian with potential `V`, kinetic matrix `T`, coupling `U`
between large and pseudo-large components, and a matrix `Q`, in the application minus that of
`(σ·p)v(σ·p)/4c²` for the potential function `v`. -/
def nescHamiltonian (V T Q U : Matrix n n ℂ) : Matrix n n ℂ :=
  V + T * U + Uᴴ * T - Uᴴ * (T + Q) * U

/-- The ZORA coupling matrix `U = (T + Q)⁻¹ T`. -/
def zoraCoupling (T Q : Matrix n n ℂ) : Matrix n n ℂ := (T + Q)⁻¹ * T

/-- The ZORA kinetic energy matrix `T (T + Q)⁻¹ T`. -/
def zoraKinetic (T Q : Matrix n n ℂ) : Matrix n n ℂ := T * (T + Q)⁻¹ * T
```

Q: I see matrices, but no $\sigma$, no $c$ and no nucleus.

A: They enter through the hypotheses. `T.PosDef` says that $T$ is Hermitian and every nonzero coefficient vector has positive kinetic energy, as for linearly independent, normalisable basis functions. `Q.PosSemidef` stands for attraction: if $v\le 0$ everywhere, then $x^\dagger Qx=-\frac{1}{4c^2}\int v\,|\sigma\cdot p\,\psi|^2\ge 0$ for the function $\psi$ with coefficients $x$. `V.IsHermitian` is all that is asked of $V$. The file does not tie $V$ to $Q$, so a screened potential that turns repulsive somewhere needs its own check of $Q$.

Q: Then start with the inverse.

A: For $x\neq0$, $x^\dagger(T+Q)x\ge x^\dagger Tx>0$, so $T+Q$ is invertible. Multiplying $U$ by it gives $(T+Q)U=T$. The next two results say this, the first in terms of the determinant.

```lean
/-- For positive definite `T` and positive semidefinite `Q` the matrix `T + Q` has nonzero
determinant. -/
lemma isUnit_det_add {T Q : Matrix n n ℂ} (hT : T.PosDef) (hQ : Q.PosSemidef) :
    IsUnit (T + Q).det :=
  (Matrix.isUnit_iff_isUnit_det _).1 (hT.add_posSemidef hQ).isUnit

/-- The ZORA coupling solves the lower-component equation `(T + Q) U = T`. -/
theorem coupling_equation {T Q : Matrix n n ℂ} (hT : T.PosDef) (hQ : Q.PosSemidef) :
    (T + Q) * zoraCoupling T Q = T := by
  rw [zoraCoupling, ← mul_assoc, Matrix.mul_nonsing_inv _ (isUnit_det_add hT hQ), one_mul]
```

Q: Why should $T-K$ be positive semidefinite? Matrices do not commute.

A: The order of the factors is kept throughout. Note that $K=TU$, and expand
$$(1-U)^\dagger T(1-U)+U^\dagger QU=T-TU-U^\dagger T+U^\dagger(T+Q)U.$$
Since $(T+Q)U=T$, the last two terms cancel, leaving $T-TU=T-K$. The left side is a sum of two positive semidefinite matrices. In the proof, `h3` is the expansion, done by `noncomm_ring`, and `h2` supplies the cancellation.

```lean
/-- The lowering of the kinetic energy is the sum of a kinetic term in `1 - U` and a potential
term in `U`. -/
theorem lowering_eq {T Q : Matrix n n ℂ} (hT : T.PosDef) (hQ : Q.PosSemidef) :
    T - zoraKinetic T Q =
      (1 - zoraCoupling T Q)ᴴ * T * (1 - zoraCoupling T Q)
        + (zoraCoupling T Q)ᴴ * Q * zoraCoupling T Q := by
  have h1 := coupling_equation hT hQ
  have hK : zoraKinetic T Q = T * zoraCoupling T Q := by
    rw [zoraKinetic, zoraCoupling, mul_assoc]
  rw [hK, conjTranspose_sub, conjTranspose_one]
  generalize zoraCoupling T Q = U at h1 ⊢
  -- the terms quadratic in `U` combine into `Uᴴ (T + Q) U = Uᴴ T`
  have h2 : Uᴴ * ((T + Q) * U) = Uᴴ * T := by rw [h1]
  have h3 : (1 - Uᴴ) * T * (1 - U) + Uᴴ * Q * U
      = T - T * U - Uᴴ * T + Uᴴ * ((T + Q) * U) := by noncomm_ring
  rw [h3, h2]
  abel
```

Q: And the positivity of $K$ itself?

A: $T$ is Hermitian and invertible, so $x^\dagger Kx=(Tx)^\dagger(T+Q)^{-1}(Tx)>0$ for $x\ne0$. Lean uses the same congruence: the inverse of a positive definite matrix is positive definite, and sandwiching it between $T^\dagger$ and $T$ preserves that.

```lean
/-- The ZORA kinetic energy matrix is positive definite. -/
theorem zoraKinetic_posDef {T Q : Matrix n n ℂ} (hT : T.PosDef) (hQ : Q.PosSemidef) :
    (zoraKinetic T Q).PosDef := by
  -- it is a congruence of `(T + Q)⁻¹` by the invertible Hermitian matrix `T`
  have h := (hT.add_posSemidef hQ).inv.conjTranspose_mul_mul_same
    (Matrix.mulVec_injective_of_isUnit hT.isUnit)
  rw [hT.isHermitian.eq] at h
  exact h
```

Q: So what does the main theorem state?

A: Three things: $H(U)=V+K$ at the ZORA coupling, this matrix is Hermitian, and $T-K$ is positive semidefinite. For the first, $U^\dagger(T+Q)U=U^\dagger T$ cancels the third term of $H(U)$ and leaves $V+TU$. Hermiticity follows from that of $V$ and $K$, and the last part from the sum of squares above.

```lean
/-- Matrix ZORA: at the ZORA coupling the NESC expression equals `V + T (T + Q)⁻¹ T`, it is
Hermitian, and `T - T (T + Q)⁻¹ T` is positive semidefinite. -/
theorem matrix_zora {V T Q : Matrix n n ℂ} (hV : V.IsHermitian) (hT : T.PosDef)
    (hQ : Q.PosSemidef) :
    nescHamiltonian V T Q (zoraCoupling T Q) = V + zoraKinetic T Q ∧
      (nescHamiltonian V T Q (zoraCoupling T Q)).IsHermitian ∧
      (T - zoraKinetic T Q).PosSemidef := by
  have hH : nescHamiltonian V T Q (zoraCoupling T Q) = V + zoraKinetic T Q := by
    have hK : zoraKinetic T Q = T * zoraCoupling T Q := by
      rw [zoraKinetic, zoraCoupling, mul_assoc]
    rw [nescHamiltonian, mul_assoc (zoraCoupling T Q)ᴴ, coupling_equation hT hQ, hK]
    abel
  refine ⟨hH, ?_, ?_⟩
  · rw [hH]
    exact hV.add (zoraKinetic_posDef hT hQ).isHermitian
  · -- both terms of the lowering are congruences of positive semidefinite matrices
    rw [lowering_eq hT hQ]
    exact (hT.posSemidef.conjTranspose_mul_mul_same _).add (hQ.conjTranspose_mul_mul_same _)
```

Q: That is a statement about matrices. Is it about energies?

A: It compares kinetic energies in the same state $x$. With an overlap matrix $S$, the normalised values for $x\neq0$ are $x^\dagger Kx/x^\dagger Sx$ and $x^\dagger Tx/x^\dagger Sx$, with the same denominator because ZORA keeps the nonrelativistic metric. The full NESC metric, $S+U^\dagger TU/2c^2$, is not treated. Nor is $K$ in general the matrix of the ZORA operator $\sigma\cdot p\,\frac{c^2}{2c^2-v}\,\sigma\cdot p$: it approximates that matrix by inverting within the finite basis.

Q: How far below $T$ can it go?

A: By at most $Q$, and also by less than $T$, because $K$ is positive definite. For the first bound, write $B=(T+Q)^{-1}$. Then $QB=1-TB$ and $BQ=1-BT$, so
$$QBQ=(1-TB)Q=Q-T(1-BT)=K-(T-Q).$$
The left side is positive semidefinite, being a congruence of $B$ by the Hermitian $Q$. In your example it is $9/4$, the distance from $-2$ to $1/4$. The proof names the two identities `e1` and `e2`.

```lean
/-- The ZORA kinetic energy exceeds its first-order expansion `T - Q` by `Q (T + Q)⁻¹ Q`, which
is positive semidefinite. -/
theorem first_order_remainder {T Q : Matrix n n ℂ} (hT : T.PosDef) (hQ : Q.PosSemidef) :
    zoraKinetic T Q - (T - Q) = Q * (T + Q)⁻¹ * Q ∧
      (zoraKinetic T Q - (T - Q)).PosSemidef := by
  have h1 := Matrix.mul_nonsing_inv _ (isUnit_det_add hT hQ)
  have h2 := Matrix.nonsing_inv_mul _ (isUnit_det_add hT hQ)
  have key : zoraKinetic T Q - (T - Q) = Q * (T + Q)⁻¹ * Q := by
    rw [zoraKinetic]
    generalize (T + Q)⁻¹ = B at h1 h2 ⊢
    have e1 : Q * B = 1 - T * B :=
      eq_sub_of_add_eq (by rw [← add_mul, add_comm Q T, h1])
    have e2 : B * Q = 1 - B * T :=
      eq_sub_of_add_eq (by rw [← mul_add, add_comm Q T, h2])
    rw [e1, sub_mul, one_mul, mul_assoc T B Q, e2, mul_sub, mul_one, ← mul_assoc]
    abel
  refine ⟨key, ?_⟩
  rw [key]
  have h := (hT.add_posSemidef hQ).inv.posSemidef.conjTranspose_mul_mul_same Q
  rw [hQ.isHermitian.eq] at h
  exact h
```

Q: When is nothing lowered at all?

A: Exactly when $Qx=0$. From $BQ=1-BT$ we get $T-K=T(1-BT)=TBQ$, so $Qx=0$ gives $Kx=Tx$ and equal energies. Conversely, equal energies mean $x^\dagger(T-K)x=0$. A positive semidefinite form vanishes only on the kernel of its matrix, so $TBQx=0$, and since $T$ and $B$ are invertible, $Qx=0$. In Lean, `hfac` is the factorisation and `hback` undoes the prefactor; `star x ⬝ᵥ (T *ᵥ x)` is $x^\dagger Tx$.

```lean
/-- A state `x` has the same kinetic energy in ZORA as in the nonrelativistic theory exactly when
`Q x = 0`. -/
theorem kinetic_energy_eq_iff {T Q : Matrix n n ℂ} (hT : T.PosDef) (hQ : Q.PosSemidef)
    (x : n → ℂ) :
    star x ⬝ᵥ (zoraKinetic T Q *ᵥ x) = star x ⬝ᵥ (T *ᵥ x) ↔ Q *ᵥ x = 0 := by
  have hpsd := (matrix_zora (V := 0) Matrix.isHermitian_zero hT hQ).2.2
  have h2 := Matrix.nonsing_inv_mul _ (isUnit_det_add hT hQ)
  have h1 := Matrix.mul_nonsing_inv _ (isUnit_det_add hT hQ)
  have hTi := Matrix.nonsing_inv_mul _ ((Matrix.isUnit_iff_isUnit_det _).1 hT.isUnit)
  -- the lowering factors through `Q`, with an invertible prefactor
  have hfac : T - zoraKinetic T Q = T * ((T + Q)⁻¹ * Q) := by
    have e2 : (T + Q)⁻¹ * Q = 1 - (T + Q)⁻¹ * T :=
      eq_sub_of_add_eq (by rw [← mul_add, add_comm Q T, h2])
    rw [e2, mul_sub, mul_one, zoraKinetic, mul_assoc]
  have hback : (T + Q) * (T⁻¹ * (T - zoraKinetic T Q)) = Q := by
    rw [hfac, ← mul_assoc T⁻¹, hTi, one_mul, ← mul_assoc, h1, one_mul]
  constructor
  · intro h
    have h0 : star x ⬝ᵥ ((T - zoraKinetic T Q) *ᵥ x) = 0 := by
      rw [Matrix.sub_mulVec, dotProduct_sub, h, sub_self]
    -- a positive semidefinite form vanishes only on the kernel
    have hx := (hpsd.dotProduct_mulVec_zero_iff x).1 h0
    rw [← hback, ← Matrix.mulVec_mulVec, ← Matrix.mulVec_mulVec, hx,
      Matrix.mulVec_zero, Matrix.mulVec_zero]
  · intro h
    have hx : (T - zoraKinetic T Q) *ᵥ x = 0 := by
      rw [hfac, ← Matrix.mulVec_mulVec, ← Matrix.mulVec_mulVec, h,
        Matrix.mulVec_zero, Matrix.mulVec_zero]
    rw [Matrix.sub_mulVec] at hx
    rw [sub_eq_zero.1 hx]

end

end MatrixZORA
```

```lean
#print axioms MatrixZORA.first_order_remainder
#print axioms MatrixZORA.kinetic_energy_eq_iff
```

```
'MatrixZORA.first_order_remainder' depends on axioms: [propext, Classical.choice, Quot.sound]
'MatrixZORA.kinetic_energy_eq_iff' depends on axioms: [propext, Classical.choice, Quot.sound]
```

Q: Is the ZORA coupling special among all couplings?

A: Completing the square by hand gives, for any matrix $X$,
$$H(X)=V+K-(X-U)^\dagger(T+Q)(X-U).$$
So the ZORA coupling makes the NESC expression as large as possible in every state. Of this, the file contains the cases $X=U$ and, in effect, $X=1$, where $H(1)=V+T-Q$ and the square is the remainder $QBQ$.

Q: And how would I code $K$?

A: Without forming an inverse. Factor $T+Q=LL^\dagger$ by Cholesky, solve $LY=T$ for $Y$, and set $K=Y^\dagger Y$, which is Hermitian by construction. If the factorisation breaks down, then $T+Q$ is not numerically positive definite. Two things to check are whether the basis is nearly linearly dependent and whether $Q$ has negative eigenvalues.
